# The exponential of a fermionic number operator: exp(z ba) = 1 + (e^z − 1) ba

The annihilator a and the creator b are taken here as elements of a complete normed complex algebra A, not as matrices or as operators on a particular Fock space. The norm and its completeness give the exponential a meaning as a convergent power series. Everything else comes from algebraic relations, and b is not required to be the adjoint of a.

For one mode, two relations are assumed:

ab + ba = 1, a² = 0.

The second says that a mode cannot lose two fermions. The first is the canonical anticommutation relation, which fixes how removal and creation in the same mode combine. Write N = ba for the number operator; the comments in the code call it n, a letter kept below for the summation index. The claim is that N² = N and that, for every complex z,

exp(zN) = 1 + (e^z − 1) ba.

The right-hand side is normal ordered, with the creator to the left of the annihilator. For z = −x with x real, it is the Boltzmann factor of a single level whose energy, measured from the chemical potential in units of k_BT (Boltzmann's constant times the temperature), is x.

## From the anticommutator to the closed form

Multiply ab + ba = 1 by a on the right. Since a² = 0,

a = (ab + ba)a = aba + ba² = aba.

Multiplying by b on the left gives N² = b(aba) = ba = N. Every positive power of N therefore equals N, and the series collapses:

exp(zN) = 1 + Σ_{n≥1} (zⁿ/n!) N = 1 + (e^z − 1)N.

**Conjugation.** From a² = 0 we get Na = baa = 0, so exp(zN)a = a. From aN = aba = a we get a exp(−zN) = a + (e^(−z) − 1)a = e^(−z)a. Together,

exp(zN) a exp(−zN) = e^(−z) a.

For the creator, assume also b² = 0, the statement that a mode cannot be filled twice. Then Nb = bab = b(ab + ba) − b²a = b, while bN = b²a = 0. Hence exp(zN)b = e^z b and b exp(−zN) = b, so

exp(zN) b exp(−zN) = e^z b.

**Two modes.** Let N₁ = b₁a₁ and N₂ = b₂a₂, and let the operators of different modes anticommute. Two exchanges in each product give

N₁N₂ = b₁a₁b₂a₂ = −b₁b₂a₁a₂ = b₁b₂a₂a₁,

N₂N₁ = b₂a₂b₁a₁ = −b₂b₁a₂a₁ = b₁b₂a₂a₁.

The number operators commute, so exp(zN₁ + wN₂) = exp(zN₁) exp(wN₂) for complex z and w. Expanding the product of the two closed forms gives

exp(zN₁ + wN₂) = 1 + (e^z − 1)b₁a₁ + (e^w − 1)b₂a₂ + (e^z − 1)(e^w − 1) b₁b₂a₂a₁.

A two-body term appears although the exponent contains only one-body terms.

**Thermal occupation.** Let τ be a linear functional on A with τ(uv) = τ(vu) and τ(1) ≠ 0. It stands for the trace over states, with its normalisation left free. Applying τ to ab + ba = 1 gives 2τ(N) = τ(1): without a thermal weight, the empty and the filled level count equally. Since N exp(−xN) = e^(−x)N,

τ(N exp(−xN)) = e^(−x) τ(1)/2,

τ(exp(−xN)) = τ(1) + (e^(−x) − 1)τ(1)/2 = (1 + e^(−x)) τ(1)/2.

Their ratio is e^(−x)/(1 + e^(−x)) = 1/(e^x + 1), the Fermi–Dirac occupation. The same function supplies the fractional occupations of spin orbitals in finite-temperature mean-field calculations, where each spin orbital is treated as an independent level.

## The number operator in an arbitrary ring

The development uses Mathlib and opens a namespace.

```lean
import Mathlib

open Matrix

namespace FermionicBoltzmannFactor

noncomputable section
```

The first two results need neither a norm nor complex scalars, so they are stated for any ring `R`. The hypotheses `h` and `ha` are the two one-mode relations.

```lean
/-- If `ab + ba = 1` and `a² = 0`, then removing, creating and again removing a fermion
is the same as removing it once: `a (b a) = a`. -/
theorem annihilate_number {R : Type*} [Ring R] {a b : R}
    (h : a * b + b * a = 1) (ha : a * a = 0) :
    a * (b * a) = a := by
  have e : a * (b * a) = (a * b + b * a) * a - b * (a * a) := by noncomm_ring
  rw [e, h, ha, one_mul, mul_zero, sub_zero]
```

The auxiliary equation `e` rewrites aba as (ab + ba)a − ba². The tactic `noncomm_ring` checks it as an identity valid for all a and b, without moving factors past one another. Only then do the relations enter, turning the right-hand side into a.

```lean
/-- If `ab + ba = 1` and `a² = 0`, the number operator `n = ba` is idempotent. -/
theorem number_idempotent {R : Type*} [Ring R] {a b : R}
    (h : a * b + b * a = 1) (ha : a * a = 0) :
    b * a * (b * a) = b * a := by
  rw [mul_assoc, annihilate_number h ha]
```

Reassociating the product exposes a(ba) inside (ba)(ba), and the previous lemma replaces it by a.

## Summing the exponential series

From here on, `A` is a normed ring with a complex normed-algebra structure, and `CompleteSpace A` is assumed wherever an exponential is evaluated. `NormedSpace.exp` is the exponential in A, `Complex.exp` the one for complex numbers, and `•` multiplies an algebra element by a scalar.

```lean
variable {A : Type*} [NormedRing A] [NormedAlgebra ℂ A]

/-- In a complete normed complex algebra, the exponential of a multiple of an idempotent `p`
is `exp(z p) = 1 + (e^z - 1) p`. -/
theorem exp_smul_idempotent [CompleteSpace A] {p : A} (hp : p * p = p) (z : ℂ) :
    NormedSpace.exp (z • p) = 1 + (Complex.exp z - 1) • p := by
  have hs : HasSum (fun n : ℕ => z ^ n / (n.factorial : ℂ)) (Complex.exp z) := by
    rw [Complex.exp_eq_exp_ℂ]
    apply NormedSpace.expSeries_div_hasSum_exp
  have hpow : ∀ n : ℕ, p ^ (n + 1) = p := by
    intro n
    induction n with
    | zero => simp
    | succ n ih => rw [pow_succ, ih, hp]
  -- the scalar series multiplies `p`; only the zeroth term needs the correction `1 - p`
  have hA := (hs.smul_const p).add (hasSum_ite_eq (0 : ℕ) (1 - p))
  have hterm : (fun n : ℕ => ((n.factorial : ℂ)⁻¹) • (z • p) ^ n) =
      fun n : ℕ => (z ^ n / (n.factorial : ℂ)) • p + if n = 0 then 1 - p else 0 := by
    funext n
    cases n with
    | zero => simp
    | succ n =>
      rw [smul_pow, hpow, smul_smul, if_neg (Nat.succ_ne_zero n), add_zero, div_eq_inv_mul]
  rw [NormedSpace.exp_eq_tsum ℂ]
  change (∑' n : ℕ, ((n.factorial : ℂ)⁻¹) • (z • p) ^ n) = _
  rw [hterm]
  exact hA.tsum_eq.trans (by module)
```

This lemma holds for any idempotent p, fermionic or not. `hs` is the scalar series for e^z, and `hpow` proves p^(n+1) = p by induction. The bookkeeping differs slightly from the sum above: Lean multiplies the whole scalar series by p, including its zeroth term, and then adds 1 − p at n = 0 to restore the correct first term. `hterm` verifies this term by term. The sum is e^z p + (1 − p), which `module` rearranges into 1 + (e^z − 1)p.

```lean
/-- Normal-ordered fermionic Boltzmann factor: if `ab + ba = 1` and `a² = 0` in a complete
normed complex algebra, then `exp(z ba) = 1 + (e^z - 1) ba` for every complex `z`. -/
theorem exp_number [CompleteSpace A] {a b : A} (h : a * b + b * a = 1) (ha : a * a = 0)
    (z : ℂ) : NormedSpace.exp (z • (b * a)) = 1 + (Complex.exp z - 1) • (b * a) :=
  exp_smul_idempotent (number_idempotent h ha) z
```

The main theorem is the case p = ba, with idempotence supplied by `number_idempotent`. It does not use b² = 0.

## Rescaling the annihilator and the creator

```lean
/-- If `ab + ba = 1` and `a² = 0`, conjugation by `exp(z ba)` multiplies the annihilator
by `e^(-z)`. -/
theorem conj_annihilator [CompleteSpace A] {a b : A} (h : a * b + b * a = 1)
    (ha : a * a = 0) (z : ℂ) :
    NormedSpace.exp (z • (b * a)) * a * NormedSpace.exp ((-z) • (b * a)) =
      Complex.exp (-z) • a := by
  have h0 : b * a * a = 0 := by rw [mul_assoc, ha, mul_zero]
  rw [exp_number h ha, exp_number h ha, add_mul, one_mul, smul_mul_assoc, h0, smul_zero,
    add_zero, mul_add, mul_one, mul_smul_comm, annihilate_number h ha]
  module
```

Both exponentials are replaced by their closed forms. `h0` is Na = 0, which removes the correction on the left, and `annihilate_number` is aN = a, which evaluates the one on the right. Setting z = iεt, with ε the level energy and ħ = 1, gives the Heisenberg evolution of a under the one-level Hamiltonian εN: multiplication by the phase e^(−iεt).

```lean
/-- If `ab + ba = 1`, `a² = 0` and `b² = 0`, conjugation by `exp(z ba)` multiplies the
creator by `e^z`. -/
theorem conj_creator [CompleteSpace A] {a b : A} (h : a * b + b * a = 1)
    (ha : a * a = 0) (hb : b * b = 0) (z : ℂ) :
    NormedSpace.exp (z • (b * a)) * b * NormedSpace.exp ((-z) • (b * a)) =
      Complex.exp z • b := by
  have h1 : b * a * b = b := by
    have e : b * a * b = b * (a * b + b * a) - b * b * a := by noncomm_ring
    rw [e, h, hb, mul_one, zero_mul, sub_zero]
  have h0 : b * (b * a) = 0 := by rw [← mul_assoc, hb, zero_mul]
  have h2 : (1 + (Complex.exp z - 1) • (b * a)) * b = Complex.exp z • b := by
    rw [add_mul, one_mul, smul_mul_assoc, h1]
    module
  rw [exp_number h ha, exp_number h ha, h2, smul_mul_assoc, mul_add, mul_one,
    mul_smul_comm, h0, smul_zero, add_zero]
```

The extra hypothesis `hb` is b² = 0. It is independent of the other two: if a is the 2×2 matrix with a single 1 in its upper right corner and b is the Pauli matrix σₓ, then ab + ba = 1 and a² = 0, but b² = 1. In the proof, `h1` is Nb = b, `h0` is bN = 0, and `h2` is exp(zN)b = e^z b with the exponential already in closed form.

## Two modes and their two-body term

```lean
/-- For two fermionic modes whose operators anticommute with each other, the joint Boltzmann
factor is a normal-ordered polynomial with a single two-body term `b₁ b₂ a₂ a₁`. -/
theorem exp_two_modes [CompleteSpace A] {a₁ b₁ a₂ b₂ : A}
    (h₁ : a₁ * b₁ + b₁ * a₁ = 1) (ha₁ : a₁ * a₁ = 0)
    (h₂ : a₂ * b₂ + b₂ * a₂ = 1) (ha₂ : a₂ * a₂ = 0)
    (haa : a₁ * a₂ + a₂ * a₁ = 0) (hbb : b₁ * b₂ + b₂ * b₁ = 0)
    (hab : a₁ * b₂ + b₂ * a₁ = 0) (hba : a₂ * b₁ + b₁ * a₂ = 0) (z w : ℂ) :
    NormedSpace.exp (z • (b₁ * a₁) + w • (b₂ * a₂)) =
      1 + (Complex.exp z - 1) • (b₁ * a₁) + (Complex.exp w - 1) • (b₂ * a₂)
        + ((Complex.exp z - 1) * (Complex.exp w - 1)) • (b₁ * b₂ * a₂ * a₁) := by
  -- both orders of the product of number operators have the same normal-ordered form
  have h12 : b₁ * a₁ * (b₂ * a₂) = b₁ * b₂ * a₂ * a₁ := by
    have e : b₁ * a₁ * (b₂ * a₂) = b₁ * (a₁ * b₂ + b₂ * a₁) * a₂
        - b₁ * b₂ * (a₁ * a₂ + a₂ * a₁) + b₁ * b₂ * a₂ * a₁ := by noncomm_ring
    rw [e, hab, haa, mul_zero, zero_mul, mul_zero, sub_zero, zero_add]
  have h21 : b₂ * a₂ * (b₁ * a₁) = b₁ * b₂ * a₂ * a₁ := by
    have e : b₂ * a₂ * (b₁ * a₁) = b₂ * (a₂ * b₁ + b₁ * a₂) * a₁
        - (b₁ * b₂ + b₂ * b₁) * a₂ * a₁ + b₁ * b₂ * a₂ * a₁ := by noncomm_ring
    rw [e, hba, hbb, mul_zero, zero_mul, zero_mul, zero_mul, sub_zero, zero_add]
  have hc : Commute (b₁ * a₁) (b₂ * a₂) := h12.trans h21.symm
  have hexp : NormedSpace.exp (z • (b₁ * a₁) + w • (b₂ * a₂)) =
      NormedSpace.exp (z • (b₁ * a₁)) * NormedSpace.exp (w • (b₂ * a₂)) := by
    let _ : NormedAlgebra ℚ A := NormedAlgebra.restrictScalars ℚ ℂ A
    exact NormedSpace.exp_add_of_commute ((hc.smul_left z).smul_right w)
  rw [hexp, exp_number h₁ ha₁, exp_number h₂ ha₂]
  simp only [add_mul, mul_add, one_mul, mul_one, smul_mul_assoc, mul_smul_comm, h12]
  module
```

The hypotheses are the one-mode relations for each pair and the four anticommutators between modes: `haa` for the annihilators, `hbb` for the creators, and `hab` and `hba` for the mixed pairs. The squares of the creators need not vanish.

`h12` and `h21` bring the two orders of the product to the same normal-ordered word, with the anticommutators written out explicitly so that the hypotheses can remove them. Their equality gives `hc`, the commutation of the number operators, and this allows `hexp` to factor the exponential. After the one-mode formula has been inserted twice, `simp only` expands the product and `module` collects the coefficients.

The exponent contains no interaction and no hopping between the modes, so the formula describes two independent levels.

## The Fermi–Dirac occupation of one level

```lean
/-- Fermi–Dirac occupation: if `ab + ba = 1`, `a² = 0`, and `τ` is a linear functional with
`τ(uv) = τ(vu)` for all `u`, `v` and `τ(1) ≠ 0`, then the mean of `n = ba` with weight `exp(-x n)`
is `1 / (e^x + 1)` for every real `x`. -/
theorem fermi_dirac [CompleteSpace A] {a b : A} (h : a * b + b * a = 1) (ha : a * a = 0)
    (τ : A →ₗ[ℂ] ℂ) (hτ : ∀ u v, τ (u * v) = τ (v * u)) (h1 : τ 1 ≠ 0) (x : ℝ) :
    τ (b * a * NormedSpace.exp ((-(x : ℂ)) • (b * a))) /
      τ (NormedSpace.exp ((-(x : ℂ)) • (b * a))) = ((1 / (Real.exp x + 1) : ℝ) : ℂ) := by
  -- cyclicity makes the filled and the empty level equally weighted
  have hn : τ (b * a) = τ 1 / 2 := by
    have e := congrArg τ h
    rw [map_add, hτ a b] at e
    linear_combination e / 2
  have hnum : b * a * (1 + (Complex.exp (-(x : ℂ)) - 1) • (b * a)) =
      Complex.exp (-(x : ℂ)) • (b * a) := by
    rw [mul_add, mul_one, mul_smul_comm, number_idempotent h ha]
    module
  have hEF : Complex.exp (-(x : ℂ)) * Complex.exp (x : ℂ) = 1 := by
    rw [← Complex.exp_add, neg_add_cancel, Complex.exp_zero]
  have hE : Complex.exp (x : ℂ) + 1 ≠ 0 := by
    have hr : Real.exp x + 1 ≠ 0 := by positivity
    exact_mod_cast hr
  have hden : τ 1 + (Complex.exp (-(x : ℂ)) - 1) * (τ 1 / 2) ≠ 0 := by
    have e : τ 1 + (Complex.exp (-(x : ℂ)) - 1) * (τ 1 / 2) =
        τ 1 / 2 * (Complex.exp (-(x : ℂ)) * (Complex.exp (x : ℂ) + 1)) := by
      linear_combination (-(τ 1 / 2)) * hEF
    rw [e]
    exact mul_ne_zero (div_ne_zero h1 two_ne_zero) (mul_ne_zero (Complex.exp_ne_zero _) hE)
  rw [exp_number h ha, hnum, map_add, map_smul, map_smul, smul_eq_mul, smul_eq_mul, hn]
  push_cast
  rw [div_eq_div_iff hden hE]
  linear_combination (τ 1 / 2) * hEF
```

`τ` is a complex-linear map defined on all of `A`, `hτ` is its cyclicity and `h1` excludes τ(1) = 0. Positivity is not needed. The parameter `x` is real, and the right-hand side is the real occupation regarded as a complex number.

`hn` is τ(N) = τ(1)/2, and `hnum` is N exp(−xN) = e^(−x)N with the closed form inserted. `hden` shows that the denominator is nonzero by factoring it as (τ(1)/2) e^(−x)(e^x + 1). This is where the reality of x matters, since e^x + 1 vanishes at x = iπ. Cross-multiplication then reduces the claim to e^(−x)e^x = 1, which is `hEF`.

The theorem treats one level with the weight exp(−xN). That a system in equilibrium carries this weight is an input from statistical mechanics. For finitely many modes τ can be the ordinary matrix trace; on an infinite-dimensional Fock space the usual trace is not defined on every bounded operator, so it does not fit the hypothesis directly.

## Jordan–Wigner matrices for two modes

A concrete pair of modes shows that the relations are compatible. Order the basis as |00⟩, |01⟩, |10⟩, |11⟩, with the occupation of the first mode written first. The first annihilator sends |10⟩ to |00⟩ and |11⟩ to |01⟩.

```lean
/-- Jordan–Wigner matrix of the first annihilator on two fermionic modes. -/
def c₁ : Matrix (Fin 4) (Fin 4) ℂ :=
  !![0, 0, 1, 0; 0, 0, 0, 1; 0, 0, 0, 0; 0, 0, 0, 0]
```

The second sends |01⟩ to |00⟩ and |11⟩ to −|10⟩. The minus sign, set by the occupied first mode, makes the two annihilators anticommute.

```lean
/-- Jordan–Wigner matrix of the second annihilator, with its sign string. -/
def c₂ : Matrix (Fin 4) (Fin 4) ℂ :=
  !![0, 1, 0, 0; 0, 0, 0, 0; 0, 0, 0, -1; 0, 0, 0, 0]
```

The creators are the conjugate transposes, written `ᴴ`.

```lean
/-- The matrices `c₁`, `c₂` and their adjoints satisfy the relations assumed in `exp_two_modes`;
moreover, the square of `c₁ᴴ` vanishes and the trace of the identity is nonzero. -/
theorem two_modes_witness :
    c₁ * c₁ᴴ + c₁ᴴ * c₁ = 1 ∧ c₁ * c₁ = 0 ∧ c₁ᴴ * c₁ᴴ = 0 ∧
    c₂ * c₂ᴴ + c₂ᴴ * c₂ = 1 ∧ c₂ * c₂ = 0 ∧
    c₁ * c₂ + c₂ * c₁ = 0 ∧ c₁ᴴ * c₂ᴴ + c₂ᴴ * c₁ᴴ = 0 ∧
    c₁ * c₂ᴴ + c₂ᴴ * c₁ = 0 ∧ c₂ * c₁ᴴ + c₁ᴴ * c₂ = 0 ∧
    Matrix.trace (1 : Matrix (Fin 4) (Fin 4) ℂ) ≠ 0 := by
  refine ⟨?_, ?_, ?_, ?_, ?_, ?_, ?_, ?_, ?_, by simp [Matrix.trace_one]⟩ <;>
    ext i j <;>
    simp only [Matrix.add_apply, Matrix.mul_apply, Matrix.conjTranspose_apply,
      Fin.sum_univ_four] <;>
    fin_cases i <;> fin_cases j <;> simp [c₁, c₂]

end

end FermionicBoltzmannFactor
```

The theorem collects the relations used for the two-mode formula, the vanishing square of the first creator needed for its conjugation rule, and the nonzero trace of the identity. The proof compares the matrices entry by entry: `fin_cases` runs through the row and column indices, and `simp` evaluates each entry.

These are purely algebraic statements, and the file puts no norm on the matrices. To use them as an instance of A, equip the 4×4 matrices with the operator norm, under which they form a complete normed algebra; the matrix trace is linear and cyclic, as τ must be.

```lean
#print axioms FermionicBoltzmannFactor.exp_number
#print axioms FermionicBoltzmannFactor.conj_annihilator
#print axioms FermionicBoltzmannFactor.exp_two_modes
#print axioms FermionicBoltzmannFactor.fermi_dirac
```

```
'FermionicBoltzmannFactor.exp_number' depends on axioms: [propext, Classical.choice, Quot.sound]
'FermionicBoltzmannFactor.conj_annihilator' depends on axioms: [propext, Classical.choice, Quot.sound]
'FermionicBoltzmannFactor.exp_two_modes' depends on axioms: [propext, Classical.choice, Quot.sound]
'FermionicBoltzmannFactor.fermi_dirac' depends on axioms: [propext, Classical.choice, Quot.sound]
```
